# A mirror combined with a translation squares to an integer-lattice translation exactly when the in-plane shifts are multiples of one half

The theorem concerns the operation on three-dimensional real space that reverses the third coordinate and then translates by `t`. It states that applying this operation twice shifts every point by one fixed vector with integer coordinates if and only if `t 0` and `t 1` are each an integer divided by two. The lattice is the set of integer coordinate vectors, and the component `t 2`, normal to the mirror, is unrestricted. The proof first tries to establish, as `hit`, that the squared operation is translation by `(2 * t 0, 2 * t 1, 0)`, and then compares this vector with a lattice vector in each direction of the equivalence.

An attempt in Lean 4 with a fault in it:

```lean
import Mathlib

open Matrix

namespace ScrewAxis

noncomputable section

variable {n : Type*} [Fintype n] [DecidableEq n]

/-- The operation `(R, t)` acting on a point: `x ↦ R x + t`. -/
def seitz (R : Matrix n n ℝ) (t x : n → ℝ) : n → ℝ := R *ᵥ x + t

/-- The lattice vector with integer fractional coordinates `z`. -/
def latticeVec {n : Type*} (z : n → ℤ) : n → ℝ := fun i => (z i : ℝ)

/-- The mirror reflection that reverses the third coordinate. -/
def mirror : Matrix (Fin 3) (Fin 3) ℝ := !![1, 0, 0; 0, 1, 0; 0, 0, -1]

/-- The mirror that reverses the third coordinate, combined with a translation `t`, squares to a
lattice translation exactly when both in-plane components of `t` are integer multiples of one half.
-/
theorem glide_quantisation (t : Fin 3 → ℝ) :
    (∃ l : Fin 3 → ℤ, ∀ x, (seitz mirror t)^[2] x = x + latticeVec l) ↔
      ∃ p q : ℤ, t 0 = p / 2 ∧ t 1 = q / 2 := by
  have hit : ∀ x, (seitz mirror t)^[2] x = x + ![2 * t 0, 2 * t 1, 0] := by
    intro x
    change seitz mirror t (seitz mirror t x) = _
    ext i
    fin_cases i <;>
      simp [seitz, mirror, Matrix.mulVec, dotProduct, Fin.sum_univ_three] <;> ring
  constructor
  · rintro ⟨l, h⟩
    have e := h 0
    rw [hit] at e
    have e' := add_left_cancel e
    have a0 := congrFun e' 0
    have a1 := congrFun e' 1
    simp [latticeVec] at a0 a1
    exact ⟨l 0, l 1, by linarith, by linarith⟩
  · rintro ⟨p, q, hp, hq⟩
    refine ⟨![p, q, 0], fun x => ?_⟩
    rw [hit]
    congr 1
    ext i
    fin_cases i <;> simp [latticeVec, hp, hq] <;> ring

end

end ScrewAxis
```

Lean reports:

```
Try this:
  [apply] ring_nf
  
  The `ring` tactic failed to close the goal. Use `ring_nf` to obtain a normal form.
    
  Note that `ring` works primarily in *commutative* rings. If you have a noncommutative ring, abelian group or module, consider using `noncomm_ring`, `abel` or `module` instead.
Try this:
  [apply] ring_nf
  
  The `ring` tactic failed to close the goal. Use `ring_nf` to obtain a normal form.
    
  Note that `ring` works primarily in *commutative* rings. If you have a noncommutative ring, abelian group or module, consider using `noncomm_ring`, `abel` or `module` instead.
Try this:
  [apply] ring_nf
  
  The `ring` tactic failed to close the goal. Use `ring_nf` to obtain a normal form.
    
  Note that `ring` works primarily in *commutative* rings. If you have a noncommutative ring, abelian group or module, consider using `noncomm_ring`, `abel` or `module` instead.
Main.lean:26:73: error: unsolved goals
case «0»
t x : Fin 3 → ℝ
⊢ x 0 + vecHead t + t 0 = x 0 + t 0 * 2

case «1»
t x : Fin 3 → ℝ
⊢ x 1 + vecHead (vecTail t) + t 1 = x 1 + t 1 * 2

case «2»
t x : Fin 3 → ℝ
⊢ -vecHead (vecTail (vecTail t)) + x 2 + t 2 = x 2
Main.lean:31:27: warning: This simp argument is unused:
  Matrix.mulVec

Hint: Omit it from the simp argument list.
  [apply] simp [seitz, mirror, dotProduct, Fin.sum_univ_three]

Note: This linter can be disabled with `set_option linter.unusedSimpArgs false`
```

Cause. The error lies in `hit`, whose three coordinate goals remain open after `simp` and `ring`. In simplifying the explicit matrix and vectors, `simp` has left some components of `t` written through `vecHead` and `vecTail`, while others appear as `t 0`, `t 1` and `t 2`. The first goal, for instance, needs `vecHead t` to equal `t 0`. That is true by definition, but `ring` does not unfold `vecHead` and treats the two expressions as unrelated quantities. The three "Try this" messages report this same failure, one for each coordinate; the suggested `ring_nf` would not identify them either.

Adding `Matrix.vecHead` and `Matrix.vecTail` to the `simp` call unfolds these definitions, so that each component of `t` is written in one way only and the remaining arithmetic can be closed. Removing `Matrix.mulVec` is mere tidying: the warning says that `simp` never used it.

The mended proof, as a diff:

```diff
@@ -29,5 +29,6 @@
     ext i
     fin_cases i <;>
-      simp [seitz, mirror, Matrix.mulVec, dotProduct, Fin.sum_univ_three] <;> ring
+      simp [seitz, mirror, dotProduct, Fin.sum_univ_three,
+        Matrix.vecHead, Matrix.vecTail] <;> ring
   constructor
   · rintro ⟨l, h⟩
```
